# Eigenbasis of σ_z and its variance 576/625 in the state (3/5, 4/5)

The theorem `eigenbasis_witness` states three facts about the Pauli matrix σ_z acting on ℂ²: the standard basis vectors are eigenvectors with eigenvalues 1 and −1, the spin state (3/5, 4/5) has norm one, and the variance ⟨σ_z²⟩ − ⟨σ_z⟩² in that state equals 576/625. The attempt first proves `hop`, that the operator sends x to (x₀, −x₁). It then treats the three parts separately, expanding the norm and the inner products into sums over two components and leaving the arithmetic to `simp` and `norm_num`.

The failing Lean file:

```lean
import Mathlib

open scoped InnerProductSpace Matrix ComplexConjugate

namespace VariancePairFormula

noncomputable section

variable {𝕜 E ι : Type*} [RCLike 𝕜] [NormedAddCommGroup E] [InnerProductSpace 𝕜 E] [Fintype ι]

/-- The expectation value `⟨A⟩ = Re ⟨ψ, A ψ⟩` of an operator `A` in the state `ψ`. -/
def expectation (A : E →ₗ[𝕜] E) (ψ : E) : ℝ := RCLike.re ⟪ψ, A ψ⟫_𝕜

/-- The variance `⟨A²⟩ - ⟨A⟩²` of an operator `A` in the state `ψ`. -/
def variance (A : E →ₗ[𝕜] E) (ψ : E) : ℝ :=
  expectation (A ∘ₗ A) ψ - expectation A ψ ^ 2

/-- A square matrix acting on Euclidean space by matrix-vector multiplication. -/
def matrixOp {n : Type*} [Fintype n] (A : Matrix n n 𝕜) :
    EuclideanSpace 𝕜 n →ₗ[𝕜] EuclideanSpace 𝕜 n where
  toFun x := WithLp.toLp 2 (A *ᵥ x.ofLp)
  map_add' x y := by ext i; simp [Matrix.mulVec_add]
  map_smul' c x := by ext i; simp [Matrix.mulVec_smul]

/-- The Pauli matrix `σ_z`. -/
def pauliZ : Matrix (Fin 2) (Fin 2) ℂ := !![1, 0; 0, -1]

/-- The two-component state `(3/5, 4/5)`. -/
def spinState : EuclideanSpace ℂ (Fin 2) := WithLp.toLp 2 ![3 / 5, 4 / 5]

/-- The standard basis of `ℂ²` is an eigenbasis of `σ_z` with eigenvalues `1` and `-1`, the
state `(3/5, 4/5)` has norm one, and the variance of `σ_z` in it is `576/625`. -/
theorem eigenbasis_witness :
    (∀ i, matrixOp pauliZ (EuclideanSpace.basisFun (Fin 2) ℂ i)
        = (((![1, -1] : Fin 2 → ℝ) i : ℝ) : ℂ) • EuclideanSpace.basisFun (Fin 2) ℂ i)
      ∧ ‖spinState‖ = 1 ∧ variance (matrixOp pauliZ) spinState = 576 / 625 := by
  have hop : ∀ x : EuclideanSpace ℂ (Fin 2),
      matrixOp pauliZ x = WithLp.toLp 2 ![x 0, -(x 1)] := by
    intro x
    ext k
    fin_cases k <;> simp [matrixOp, pauliZ, Matrix.mulVec, dotProduct, Fin.sum_univ_two]
  refine ⟨fun i => ?_, ?_, ?_⟩
  · rw [hop]
    ext k
    fin_cases i <;> fin_cases k <;> simp
  · rw [EuclideanSpace.norm_eq, Real.sqrt_eq_one, Fin.sum_univ_two]
    simp [spinState] <;> norm_num
  · simp only [variance, expectation, LinearMap.comp_apply, hop, PiLp.inner_apply,
      Fin.sum_univ_two]
    simp [spinState] <;> norm_num

end

end VariancePairFormula
```

Messages:

```
Main.lean:48:2: error: unsolved goals
case refine_3
hop : ∀ (x : EuclideanSpace ℂ (Fin 2)), (matrixOp pauliZ) x = !₂[x.ofLp 0, -x.ofLp 1]
⊢ 1 - (9 / 25 + -(4 / 5 * ((starRingEnd ℂ) 4 / (starRingEnd ℂ) 5).re)) ^ 2 = 576 / 625
Main.lean:41:44: warning: This simp argument is unused:
  Matrix.mulVec

Hint: Omit it from the simp argument list.
  [apply] simp [matrixOp, pauliZ, dotProduct, Fin.sum_univ_two]

Note: This linter can be disabled with `set_option linter.unusedSimpArgs false`
```

Cause. The error concerns the third part, the variance. After `simp [spinState] <;> norm_num` the goal still contains `((starRingEnd ℂ) 4 / (starRingEnd ℂ) 5).re`: the inner product brought in a complex conjugate, which was distributed over the quotient 4/5 but left unevaluated on the numerals 4 and 5. With this term standing, the equation was not reduced to rational arithmetic, and the goal stayed open.

The repair supplies the missing facts. `h4` and `h5` state that conjugation fixes 4 and 5, each an instance of `map_ofNat` for the ring homomorphism `starRingEnd ℂ`. Passed to `simp` and `norm_num`, they rewrite the conjugated numerals to plain ones, so the term becomes 4/5 and what remains is 1 − (9/25 − 16/25)² = 576/625, which closes.

The warning says that `Matrix.mulVec` was not used by the `simp` call in `hop`; removing it is tidying. Replacing `<;> norm_num` by `norm_num` on its own line, in the second and third parts, is also tidying and answers no message.

The change, after which it compiles:

```diff
@@ -39,5 +39,5 @@
     intro x
     ext k
-    fin_cases k <;> simp [matrixOp, pauliZ, Matrix.mulVec, dotProduct, Fin.sum_univ_two]
+    fin_cases k <;> simp [matrixOp, pauliZ, dotProduct, Fin.sum_univ_two]
   refine ⟨fun i => ?_, ?_, ?_⟩
   · rw [hop]
@@ -45,8 +45,12 @@
     fin_cases i <;> fin_cases k <;> simp
   · rw [EuclideanSpace.norm_eq, Real.sqrt_eq_one, Fin.sum_univ_two]
-    simp [spinState] <;> norm_num
-  · simp only [variance, expectation, LinearMap.comp_apply, hop, PiLp.inner_apply,
+    simp [spinState]
+    norm_num
+  · have h4 : (starRingEnd ℂ) 4 = 4 := map_ofNat (starRingEnd ℂ) 4
+    have h5 : (starRingEnd ℂ) 5 = 5 := map_ofNat (starRingEnd ℂ) 5
+    simp only [variance, expectation, LinearMap.comp_apply, hop, PiLp.inner_apply,
       Fin.sum_univ_two]
-    simp [spinState] <;> norm_num
+    simp [spinState, h4, h5]
+    norm_num [h4, h5]
 
 end
```
